# Expanding a determinant over the cycles through a fixed index

The theorem concerns any square matrix `M` over a commutative ring, with rows and columns labelled by a finite set, and a chosen index `v`. It says that `M.det` is a sum over the possible cycles through `v`, including the trivial one that leaves `v` fixed. Each term is the sign of the cycle, times the product of the entries `M (c i) i` along it, times the determinant of the submatrix on the indices outside it. This is pure algebra, with no physical model assumed, though it applies to determinants such as those of orbital overlaps. The proof groups the permutations in the determinant's defining sum by their cycle through `v`, then matches each group with the permutations of the remaining indices, extended by the identity.

This version doesn't compile in Lean 4 with Mathlib:

```lean
import Mathlib

open Finset Polynomial Equiv

namespace DetCycleExpansion

noncomputable section

variable {V : Type*} [Fintype V] [DecidableEq V]

/-- A determinant expanded by the permutation cycle `c` that contains the index `v`: the
other factor is the determinant on the indices outside that cycle. -/
theorem det_cycle_expansion {R : Type*} [CommRing R] (M : Matrix V V R) (v : V) :
    M.det = ∑ c ∈ univ.filter (fun c : Perm V => c.cycleOf v = c),
      ((Perm.sign c : ℤ) : R) * (∏ i ∈ insert v c.support, M (c i) i) *
        (M.submatrix (Subtype.val : {x // x ∉ insert v c.support} → V) Subtype.val).det := by
  have hmaps : ∀ σ ∈ (univ : Finset (Perm V)),
      σ.cycleOf v ∈ univ.filter (fun c : Perm V => c.cycleOf v = c) := by
    intro σ _
    refine mem_filter.2 ⟨mem_univ _, ?_⟩
    by_cases h : σ v = v
    · rw [(Perm.cycleOf_eq_one_iff _).2 h, Perm.cycleOf_one]
    · exact (Perm.isCycle_cycleOf σ h).cycleOf_eq (by rwa [Perm.cycleOf_apply_self])
  rw [Matrix.det_apply', ← sum_fiberwise_of_maps_to hmaps]
  refine sum_congr rfl fun c hc => ?_
  have hc' : c.cycleOf v = c := (mem_filter.1 hc).2
  have hfix : ∀ x, x ∉ insert v c.support → c x = x := fun x hx => by
    by_contra h
    exact hx (mem_insert_of_mem (Perm.mem_support.2 h))
  have hmap : ∀ x ∈ insert v c.support, c x ∈ insert v c.support := fun x hx => by
    by_cases h : c x = x
    · rwa [h]
    · exact mem_insert_of_mem (Perm.apply_mem_support.2 (Perm.mem_support.2 h))
  have hmem : ∀ x ∈ insert v c.support, x = v ∨ c x ≠ x := fun x hx =>
    (mem_insert.1 hx).imp id Perm.mem_support.1
  have hv : v ∈ insert v c.support := mem_insert_self _ _
  generalize insert v c.support = S at hfix hmap hmem hv ⊢
  -- permutations of the remaining indices, extended by the identity
  obtain ⟨E, hE0, hE1, hsign⟩ : ∃ E : Perm {x // x ∉ S} → Perm V,
      (∀ τ x, x ∈ S → E τ x = x) ∧ (∀ τ x (h : x ∉ S), E τ x = τ ⟨x, h⟩) ∧
      ∀ τ, Perm.sign (E τ) = Perm.sign τ :=
    ⟨fun τ => τ.extendDomain (Equiv.refl {x // x ∉ S}),
      fun τ x h => Perm.extendDomain_apply_not_subtype _ _ (not_not.2 h),
      fun τ x h => Perm.extendDomain_apply_subtype _ _ h,
      fun τ => Perm.sign_extendDomain _ _⟩
  rw [Matrix.det_apply', mul_sum]
  symm
  refine sum_bij (fun τ _ => c * E τ) ?_ ?_ ?_ ?_
  · intro τ _
    have hd : Perm.Disjoint c (E τ) := fun x => by
      by_cases h : x ∈ S
      · exact Or.inr (hE0 τ x h)
      · exact Or.inl (hfix x h)
    refine mem_filter.2 ⟨mem_univ _, ?_⟩
    exact (Perm.cycleOf_mul_of_apply_right_eq_self hd.commute v (hE0 τ v hv)).trans hc'
  · intro τ₁ _ τ₂ _ h
    have h' : E τ₁ = E τ₂ := mul_left_cancel h
    refine Equiv.ext fun x => Subtype.ext ?_
    have hx := DFunLike.congr_fun h' x.1
    rw [hE1 _ x.1 x.2, hE1 _ x.1 x.2] at hx
    exact hx
  · intro σ hσ
    have hσ' : σ.cycleOf v = c := (mem_filter.1 hσ).2
    have hagree : ∀ x ∈ S, σ x = c x := fun x hx => by
      have hx' := Perm.cycleOf_apply σ v x
      rw [hσ'] at hx'
      split_ifs at hx' with h
      · exact hx'.symm
      · rcases hmem x hx with e | e
        · exact absurd (e ▸ Perm.SameCycle.refl σ _) h
        · exact absurd hx' e
    have hinv : ∀ x, σ x ∉ S ↔ x ∉ S := fun x => by
      refine not_congr ⟨fun h => ?_, fun h => by rw [hagree x h]; exact hmap x h⟩
      obtain ⟨z, hz⟩ := c.surjective (σ x)
      have hzS : z ∈ S := by
        by_contra hn
        rw [hfix z hn] at hz
        exact hn (hz ▸ h)
      have : z = x := σ.injective ((hagree z hzS).trans hz)
      exact this ▸ hzS
    refine ⟨σ.subtypePerm (fun x => by have := hinv x; tauto), mem_univ _,
      Equiv.ext fun x => ?_⟩
    rw [Perm.mul_apply]
    by_cases hx : x ∈ S
    · rw [hE0 _ x hx, hagree x hx]
    · rw [hE1 _ x hx]
      exact hfix _ ((hinv x).2 hx)
  · intro τ _
    have hprod : ∏ i, M ((c * E τ) i) i =
        (∏ i ∈ S, M (c i) i) * ∏ j : {x // x ∉ S}, M (τ j) j := by
      rw [← prod_mul_prod_compl S, prod_subtype Sᶜ (p := fun x => x ∉ S) (fun x => mem_compl)]
      congr 1
      · exact prod_congr rfl fun i hi => by rw [Perm.mul_apply, hE0 τ i hi]
      · exact prod_congr rfl fun j _ => by
          rw [Perm.mul_apply, hE1 τ j j.2, hfix _ (τ _).2]
    rw [hprod, Perm.sign_mul, hsign]
    simp only [Matrix.submatrix_apply]
    push_cast
    ring

end

end DetCycleExpansion
```

Messages:

```
Main.lean:44:19: error(lean.synthInstanceFailed): failed to synthesize instance of type class
  DecidablePred Not

Hint: Type class instance resolution failures can be inspected with the `set_option trace.Meta.synthInstance true` command.
```

The change, after which it compiles:

```diff
@@ -41,6 +41,6 @@
       ∀ τ, Perm.sign (E τ) = Perm.sign τ :=
     ⟨fun τ => τ.extendDomain (Equiv.refl {x // x ∉ S}),
-      fun τ x h => Perm.extendDomain_apply_not_subtype _ _ (not_not.2 h),
-      fun τ x h => Perm.extendDomain_apply_subtype _ _ h,
+      fun τ x h => Perm.extendDomain_apply_not_subtype τ (Equiv.refl {x // x ∉ S}) (not_not.2 h),
+      fun τ x h => Perm.extendDomain_apply_subtype τ (Equiv.refl {x // x ∉ S}) h,
       fun τ => Perm.sign_extendDomain _ _⟩
   rw [Matrix.det_apply', mul_sum]
```

Cause. The error is at `Perm.extendDomain_apply_subtype _ _ h`. This lemma is about a predicate `p` that picks out a subtype, and it needs `p` to be decidable and a proof of `p b` for the point `b` in question. The predicate meant here is `fun x => x ∉ S`, but the underscores leave Lean to infer it. The proof supplied, `h : x ∉ S`, unfolds to `Not (x ∈ S)`, and Lean matched this with `p b` by taking `p` to be `Not` itself and `b` to be the proposition `x ∈ S`. It then looked for `DecidablePred Not`, which would require a way to decide the negation of every proposition, and found no such instance.

The repair writes out the arguments `τ` and `Equiv.refl {x // x ∉ S}`. The type of the second names the subtype, so `p` is settled as non-membership in `S` before `h` is used, and that predicate is decidable here. The same change to `Perm.extendDomain_apply_not_subtype` on the line above is tidying, since Lean reported no error there.
